# The Paschen-Back shift $z\,m_l m_s$ of a single electron with spin-orbit coupling

The electron is represented here by a real $2\times2$ matrix, not by operators on its full space of orbital and spin states. This is possible when the electron is restricted to one shell with a fixed radial function, because spin-orbit coupling in a central potential and the linear Zeeman term of a field along the $z$ axis both conserve the orbital quantum number $l$ and the total projection $m=m_l+m_s$, where $m_l$ and $m_s$ are the orbital and spin projections. For orbital quantum number $l$ and spin $1/2$, a given $m$ occurs in at most two product states, $|m-\tfrac12,\uparrow\rangle$ and $|m+\tfrac12,\downarrow\rangle$. The matrix elements between them are taken from angular momentum theory and written into the definitions.

## From the two-state block to the strong-field shift

With angular momenta in units of $\hbar$, and energies measured from that of the shell without spin-orbit coupling and field, the Hamiltonian is
$$H = z\,\mathbf L\cdot\mathbf S + b\,(L_z+2S_z).$$
The constant $z$ is the spin-orbit energy, which stands for the radial average of the coupling in the given shell. The field $B$ enters as the energy $b=\mu_B B$, with $\mu_B$ the Bohr magneton, and the spin g-factor is set to 2. Write $a=l+\tfrac12$.

Since $\mathbf L\cdot\mathbf S=L_zS_z+\tfrac12(L_+S_-+L_-S_+)$, the two product states are coupled by the flip-flop element
$$\sqrt{l(l+1)-(m-\tfrac12)(m+\tfrac12)}=\sqrt{a^2-m^2}.$$
The block is therefore
$$\begin{pmatrix} \tfrac z2(m-\tfrac12)+b(m+\tfrac12) & \tfrac z2\sqrt{a^2-m^2}\\ \tfrac z2\sqrt{a^2-m^2} & -\tfrac z2(m+\tfrac12)+b(m-\tfrac12)\end{pmatrix}.$$
Half its trace is $-z/4+bm$, and its diagonal entries differ by $x=b+zm$. With $c=z^2(a^2-m^2)$ the eigenvalues are
$$E_\pm=-\frac z4+bm\pm\frac W2,\qquad W=\sqrt{x^2+c}=\sqrt{z^2a^2+2zmb+b^2}.$$

**Strong field.** Multiplying by the conjugate gives $(W-x)(W+x)=c$. Once $x>0$ and the radicand is non-negative, $|W-x|\le|c|/x$, which tends to zero as $b\to\infty$. Hence $W-b\to zm$, and
$$E_+-b(m+\tfrac12)=-\frac z4+\frac{W-b}2\to\frac z2(m-\tfrac12),$$
$$E_--b(m-\tfrac12)=-\frac z4-\frac{W-b}2\to-\frac z2(m+\tfrac12).$$
Both limits are $z\,m_lm_s$, with $m_s=\tfrac12$ in the first and $m_s=-\tfrac12$ in the second.

**Error at finite field.** The value of the upper level to first order in $z$, at fixed $b>0$, is the first diagonal entry, and $E_+$ exceeds it by $(W-x)/2$. For $m^2\le a^2$ and $x>0$ we have $W\ge x$, so the excess is non-negative. From $0\le(W-x)^2=2x^2+c-2xW$ it follows that $2x(W-x)\le c$, hence
$$0\le\frac{W-x}2\le\frac{z^2(a^2-m^2)}{4(b+zm)}.$$

**Weak field.** For $z>0$ and $a>0$, $W=za$ at $b=0$, and $dW/db=(zm+b)/W$ equals $m/a$ there. The levels start with slopes $m\left(1\pm\frac1{2a}\right)$. The Landé factor
$$g=1+\frac{j(j+1)+s(s+1)-l(l+1)}{2j(j+1)}$$
with $s=\tfrac12$ equals $1+\frac1{2a}$ for $j=l+\tfrac12$ and $1-\frac1{2a}$ for $j=l-\tfrac12$, so the slopes are $g\,m$.

For a single electron in one shell, with fixed $z$ and no diamagnetic term, these formulas connect the anomalous Zeeman effect to the Paschen-Back regime, and they can serve as a check on a program that diagonalises the same Hamiltonian.

## The Hamiltonian and its levels in Lean

```lean
import Mathlib

open Filter Topology Matrix

namespace PaschenBack

noncomputable section
```

The basis order is spin up first, spin down second. Both $L_z$ and $S_z$ are diagonal in this basis.

```lean
/-- `L_z` on the pair `|m - 1/2, ↑⟩`, `|m + 1/2, ↓⟩` of total projection `m`. -/
def orbitalZ (m : ℝ) : Matrix (Fin 2) (Fin 2) ℝ := !![m - 1 / 2, 0; 0, m + 1 / 2]

/-- `S_z` on the same pair of states. -/
def spinZ : Matrix (Fin 2) (Fin 2) ℝ := !![1 / 2, 0; 0, -1 / 2]
```

The flip-flop matrix contains the one element that comes from the ladder operators. The file enters it as a definition and does not derive it from commutation relations.

```lean
/-- The flip-flop term `L₊S₋ + L₋S₊` on the same pair, with `a = l + 1/2`. -/
def flipFlop (a m : ℝ) : Matrix (Fin 2) (Fin 2) ℝ :=
  !![0, √(a ^ 2 - m ^ 2); √(a ^ 2 - m ^ 2), 0]

/-- The Hamiltonian `z L·S + b (L_z + 2 S_z)` on the pair of total projection `m`. -/
def hamiltonian (z a m b : ℝ) : Matrix (Fin 2) (Fin 2) ℝ :=
  z • (orbitalZ m * spinZ + (1 / 2 : ℝ) • flipFlop a m)
    + b • (orbitalZ m + (2 : ℝ) • spinZ)
```

The parameters `z`, `a`, `m` and `b` are arbitrary real numbers; nothing requires $l$ to be an integer or $m$ a half-integer. The physical values satisfy $|m|\le a$. At $m=\pm a$ only one of the two product states exists. The coupling then vanishes, and the matrix carries one extra diagonal entry that belongs to no state of the atom. In a strong field the physical level is the upper one for $m=a$ and the lower one for $m=-a$.

The quantity $W$ is called `splitting`, and $E_\pm$ are `upperLevel` and `lowerLevel`.

```lean
/-- The distance between the two levels of projection `m` in the field `b`. -/
def splitting (z a m b : ℝ) : ℝ := √(z ^ 2 * a ^ 2 + 2 * z * m * b + b ^ 2)

/-- The upper level of projection `m` as a function of the field `b`. -/
def upperLevel (z a m b : ℝ) : ℝ := -z / 4 + b * m + splitting z a m b / 2

/-- The lower level of projection `m` as a function of the field `b`. -/
def lowerLevel (z a m b : ℝ) : ℝ := -z / 4 + b * m - splitting z a m b / 2

/-- The Landé factor for quantum numbers `j`, `l`, `s`, with spin g-factor 2. -/
def landeG (j l s : ℝ) : ℝ :=
  1 + (j * (j + 1) + s * (s + 1) - l * (l + 1)) / (2 * (j * (j + 1)))
```

## The two levels as the exact spectrum of the block

The first theorem multiplies out the definitions and recovers the block found above.

```lean
/-- The matrix elements of the Hamiltonian in the uncoupled basis. -/
theorem hamiltonian_entries (z a m b : ℝ) :
    hamiltonian z a m b =
      !![z * (m - 1 / 2) / 2 + b * (m + 1 / 2), z * √(a ^ 2 - m ^ 2) / 2;
         z * √(a ^ 2 - m ^ 2) / 2, -z * (m + 1 / 2) / 2 + b * (m - 1 / 2)] := by
  ext i j
  fin_cases i <;> fin_cases j <;>
    simp [hamiltonian, orbitalZ, spinZ, flipFlop] <;>
    ring
```

The secular determinant is then compared with $(E-E_+)(E-E_-)$. The hypothesis `h : m ^ 2 ≤ a ^ 2` makes both radicands non-negative, so that each square root squares back to its radicand. These two facts are `hr` and `hs`, and `linear_combination` adds them with the weights $-z^2/4$ and $1/4$ that the expansion requires.

```lean
/-- The secular determinant factorises into the two levels. -/
theorem secular_determinant (z a m b E : ℝ) (h : m ^ 2 ≤ a ^ 2) :
    (hamiltonian z a m b - E • (1 : Matrix (Fin 2) (Fin 2) ℝ)).det
      = (E - upperLevel z a m b) * (E - lowerLevel z a m b) := by
  have hr : √(a ^ 2 - m ^ 2) ^ 2 = a ^ 2 - m ^ 2 := Real.sq_sqrt (sub_nonneg.2 h)
  have hc := mul_nonneg (sq_nonneg z) (sub_nonneg.2 h)
  have hs : splitting z a m b ^ 2 = z ^ 2 * a ^ 2 + 2 * z * m * b + b ^ 2 :=
    Real.sq_sqrt (by nlinarith [sq_nonneg (z * m + b)])
  rw [hamiltonian_entries, Matrix.det_fin_two]
  simp only [Matrix.sub_apply, Matrix.smul_apply, Matrix.one_apply, Matrix.of_apply,
    Matrix.cons_val', Matrix.cons_val_zero, Matrix.cons_val_one, Matrix.cons_val_fin_one,
    smul_eq_mul, if_true, zero_ne_one, one_ne_zero, if_false]
  unfold upperLevel lowerLevel
  linear_combination (-z ^ 2 / 4) * hr + (1 / 4) * hs
```

The theorem `energy_iff` determines the numbers $E$ for which some nonzero real vector `v` satisfies $Hv=Ev$. For $|m|<a$ these eigenvalues are the energies of the stationary states of projection $m$; at $m=\pm a$ one of the two comes from the extra diagonal entry. The proof rewrites $Hv=Ev$ as $(H-E)v=0$, replaces the existence of such a vector by a vanishing determinant, and reads off the two roots.

```lean
/-- The eigenvalues of the two-state block of projection `m` are exactly the upper and the lower
level. -/
theorem energy_iff (z a m b E : ℝ) (h : m ^ 2 ≤ a ^ 2) :
    (∃ v : Fin 2 → ℝ, v ≠ 0 ∧ hamiltonian z a m b *ᵥ v = E • v)
      ↔ E = upperLevel z a m b ∨ E = lowerLevel z a m b := by
  have key : (∃ v : Fin 2 → ℝ, v ≠ 0 ∧ hamiltonian z a m b *ᵥ v = E • v) ↔
      ∃ v : Fin 2 → ℝ, v ≠ 0 ∧
        (hamiltonian z a m b - E • (1 : Matrix (Fin 2) (Fin 2) ℝ)) *ᵥ v = 0 := by
    simp only [Matrix.sub_mulVec, Matrix.smul_mulVec, Matrix.one_mulVec, sub_eq_zero]
  rw [key, Matrix.exists_mulVec_eq_zero_iff, secular_determinant z a m b E h,
    mul_eq_zero, sub_eq_zero, sub_eq_zero]
```

## The strong-field limit

The next theorem states that $W-b\to zm$. Here `atTop` means $b\to+\infty$, and `𝓝` denotes the neighbourhoods of the limit. There is no condition on $z$, $a$ or $m$. If $m^2>a^2$, the statement still holds for the function $W$, although `energy_iff` no longer identifies the levels with eigenvalues.

```lean
/-- As `b → +∞`, the difference between the splitting and `b` tends to `z m`. -/
theorem splitting_sub_tendsto (z a m : ℝ) :
    Tendsto (fun b => splitting z a m b - b) atTop (𝓝 (z * m)) := by
  obtain ⟨c, hc⟩ : ∃ c, c = z ^ 2 * (a ^ 2 - m ^ 2) := ⟨_, rfl⟩
  have h0 : Tendsto (fun b : ℝ => |c| / (b + z * m)) atTop (𝓝 0) :=
    Tendsto.div_atTop tendsto_const_nhds (tendsto_atTop_add_const_right _ _ tendsto_id)
  have h1 : Tendsto (fun b => splitting z a m b - (b + z * m)) atTop (𝓝 0) := by
    refine squeeze_zero_norm' ?_ h0
    filter_upwards [eventually_ge_atTop (1 + |c| - z * m)] with b hb
    have hx1 : 1 + |c| ≤ b + z * m := by linarith
    have hx : 0 < b + z * m := by linarith [abs_nonneg c]
    -- the radicand is `(b + z m)² + c`, positive in a strong field
    have hQ : 0 ≤ z ^ 2 * a ^ 2 + 2 * z * m * b + b ^ 2 := by
      have h2 : 0 ≤ (b + z * m) * (b + z * m - 1) :=
        mul_nonneg hx.le (by linarith [abs_nonneg c])
      linarith [neg_abs_le c]
    have hs : splitting z a m b ^ 2 = z ^ 2 * a ^ 2 + 2 * z * m * b + b ^ 2 :=
      Real.sq_sqrt hQ
    have hs0 : 0 ≤ splitting z a m b := Real.sqrt_nonneg _
    have hsum : 0 ≤ splitting z a m b + (b + z * m) := by linarith
    rw [Real.norm_eq_abs, le_div_iff₀ hx]
    -- multiply by the conjugate
    calc |splitting z a m b - (b + z * m)| * (b + z * m)
        ≤ |splitting z a m b - (b + z * m)| * (splitting z a m b + (b + z * m)) :=
          mul_le_mul_of_nonneg_left (by linarith) (abs_nonneg _)
      _ = |(splitting z a m b - (b + z * m)) * (splitting z a m b + (b + z * m))| := by
          rw [abs_mul, abs_of_nonneg hsum]
      _ = |c| := by
          congr 1
          linear_combination hs - hc
  have h2 := h1.add_const (z * m)
  rw [zero_add] at h2
  exact h2.congr fun b => by ring
```

The proof turns on `squeeze_zero_norm'`. This lemma concludes that a function tends to zero if its norm is eventually bounded by another function that does. Two features of it matter here. It bounds a norm, so the sign of $W-x$, which is the sign of $c$, need not be known. It also asks for the bound only eventually, and `filter_upwards` turns that into a concrete threshold, $b\ge 1+|c|-zm$.

Beyond this threshold $x\ge1+|c|$. Hence $x$ is positive and $x^2\ge x\ge|c|$, which makes the radicand $x^2+c$ non-negative even when $c<0$. The `calc` block is the conjugate argument: $|W-x|\,x\le|W-x|(W+x)=|c|$. The bounding function $|c|/x$ tends to zero by `h0`, and adding back the constant $zm$ finishes the proof.

The two Paschen-Back theorems halve this limit and combine it with $-z/4$, by addition for the upper level and by subtraction for the lower.

```lean
/-- Paschen-Back limit of the upper level: beyond the Zeeman energy `b (m + 1/2)` there
remains the shift `z m_l m_s` with `m_l = m - 1/2` and `m_s = 1/2`. -/
theorem paschen_back_upper (z a m : ℝ) :
    Tendsto (fun b => upperLevel z a m b - b * (m + 1 / 2)) atTop
      (𝓝 (z * (m - 1 / 2) / 2)) := by
  have h := ((splitting_sub_tendsto z a m).div_const 2).const_add (-z / 4)
  rw [show -z / 4 + z * m / 2 = z * (m - 1 / 2) / 2 by ring] at h
  exact h.congr fun b => by unfold upperLevel; ring

/-- Paschen-Back limit of the lower level: beyond the Zeeman energy `b (m - 1/2)` there
remains the shift `z m_l m_s` with `m_l = m + 1/2` and `m_s = -1/2`. -/
theorem paschen_back_lower (z a m : ℝ) :
    Tendsto (fun b => lowerLevel z a m b - b * (m - 1 / 2)) atTop
      (𝓝 (-z * (m + 1 / 2) / 2)) := by
  have h := ((splitting_sub_tendsto z a m).div_const 2).const_sub (-z / 4)
  rw [show -z / 4 - z * m / 2 = -z * (m + 1 / 2) / 2 by ring] at h
  exact h.congr fun b => by unfold lowerLevel; ring
```

## A bound at finite field

The limit does not say how strong the field must be. The following theorem does so for the upper level, under the hypotheses $m^2\le a^2$ and $b+zm>0$. Its two parts are the lower and upper bounds on the excess over the first-order value.

```lean
/-- The upper level lies above its first-order Paschen-Back value by at most
`z² (a² - m²) / (4 (b + z m))`. -/
theorem paschen_back_error (z a m b : ℝ) (h : m ^ 2 ≤ a ^ 2) (hx : 0 < b + z * m) :
    0 ≤ upperLevel z a m b - (b * (m + 1 / 2) + z * (m - 1 / 2) / 2) ∧
    upperLevel z a m b - (b * (m + 1 / 2) + z * (m - 1 / 2) / 2)
      ≤ z ^ 2 * (a ^ 2 - m ^ 2) / (4 * (b + z * m)) := by
  have hc := mul_nonneg (sq_nonneg z) (sub_nonneg.2 h)
  have hs : splitting z a m b ^ 2 = z ^ 2 * a ^ 2 + 2 * z * m * b + b ^ 2 :=
    Real.sq_sqrt (by nlinarith [sq_nonneg (z * m + b)])
  have hle : b + z * m ≤ splitting z a m b := Real.le_sqrt_of_sq_le (by linarith)
  unfold upperLevel
  constructor
  · linarith
  · rw [le_div_iff₀ (by linarith)]
    -- the difference of the two sides is a perfect square
    linarith [sq_nonneg (splitting z a m b - (b + z * m))]
```

The inequality `hle` is $x\le W$, which gives the first part. For the second, the denominator is cleared and the square $(W-x)^2\ge0$ is supplied to `linarith`, as in the derivation. At $m=\pm a$ the bound is zero, and the first-order value is exact. For $m=a$ this is the level of the atom; for $m=-a$ the upper level under these hypotheses is the extra diagonal entry that belongs to no state.

## Landé slopes at zero field

`HasDerivAt f s 0` says that `f` is differentiable at zero with derivative `s`. The splitting is differentiated by the chain rule for the square root. This needs a positive radicand at $b=0$, which `hz` and `ha` provide.

```lean
/-- At zero field the splitting grows with slope `m / a`. -/
theorem splitting_hasDerivAt (z a m : ℝ) (hz : 0 < z) (ha : 0 < a) :
    HasDerivAt (splitting z a m) (m / a) 0 := by
  have hq : HasDerivAt (fun b : ℝ => z ^ 2 * a ^ 2 + 2 * z * m * b + b ^ 2)
      (2 * z * m) 0 := by
    have h := (((hasDerivAt_id' (0 : ℝ)).const_mul (2 * z * m)).const_add
      (z ^ 2 * a ^ 2)).fun_add ((hasDerivAt_id' (0 : ℝ)).fun_pow 2)
    exact h.congr_deriv (by norm_num)
  have hp : 0 < z ^ 2 * a ^ 2 + 2 * z * m * 0 + 0 ^ 2 := by
    have : 0 < z ^ 2 * a ^ 2 := by positivity
    linarith
  have e : √(z ^ 2 * a ^ 2 + 2 * z * m * 0 + 0 ^ 2) = z * a := by
    rw [show z ^ 2 * a ^ 2 + 2 * z * m * 0 + 0 ^ 2 = (z * a) ^ 2 by ring]
    exact Real.sqrt_sq (by positivity)
  refine (hq.sqrt hp.ne').congr_deriv ?_
  rw [e]
  field_simp
```

With $z>0$ the upper level at zero field is the one with $j=l+\tfrac12$. The proof substitutes $l=a-\tfrac12$, after which the Landé factor is a rational function of $a$ and `field_simp` with `ring` confirms the slope. The case $l=0$ is included and gives $g=2$.

```lean
/-- In a weak field the upper level has slope `g m`, with the Landé factor `g` of
`j = l + 1/2`. -/
theorem lande_upper (z l m : ℝ) (hz : 0 < z) (hl : 0 ≤ l) :
    HasDerivAt (upperLevel z (l + 1 / 2) m) (landeG (l + 1 / 2) l (1 / 2) * m) 0 := by
  obtain ⟨a, rfl⟩ : ∃ a, l = a - 1 / 2 := ⟨l + 1 / 2, by ring⟩
  rw [show a - 1 / 2 + 1 / 2 = a by ring]
  have ha : 0 < a := by linarith
  have h := (((hasDerivAt_id' (0 : ℝ)).mul_const m).const_add (-z / 4)).fun_add
    ((splitting_hasDerivAt z a m hz ha).div_const 2)
  refine h.congr_deriv ?_
  have ha1 : a + 1 ≠ 0 := by linarith
  unfold landeG
  field_simp
  ring
```

The lower level belongs to $j=l-\tfrac12$. The hypothesis `1 / 2 < l` keeps $j$ positive, so for integer $l$ the theorem starts at $l=1$. The slope formula holds for every real $m$, but it describes states of the atom only for $|m|\le l-\tfrac12$.

```lean
/-- In a weak field the lower level has slope `g m`, with the Landé factor `g` of
`j = l - 1/2`. -/
theorem lande_lower (z l m : ℝ) (hz : 0 < z) (hl : 1 / 2 < l) :
    HasDerivAt (lowerLevel z (l + 1 / 2) m) (landeG (l - 1 / 2) l (1 / 2) * m) 0 := by
  obtain ⟨j, rfl⟩ : ∃ j, l = j + 1 / 2 := ⟨l - 1 / 2, by ring⟩
  rw [show j + 1 / 2 + 1 / 2 = j + 1 by ring, show j + 1 / 2 - 1 / 2 = j by ring]
  have hj : 0 < j := by linarith
  have hj1 : 0 < j + 1 := by linarith
  have h := (((hasDerivAt_id' (0 : ℝ)).mul_const m).const_add (-z / 4)).fun_sub
    ((splitting_hasDerivAt z (j + 1) m hz hj1).div_const 2)
  refine h.congr_deriv ?_
  unfold landeG
  field_simp
  ring

end

end PaschenBack
```

```lean
#print axioms PaschenBack.energy_iff
#print axioms PaschenBack.paschen_back_lower
#print axioms PaschenBack.lande_upper
#print axioms PaschenBack.lande_lower
```

```
'PaschenBack.energy_iff' depends on axioms: [propext, Classical.choice, Quot.sound]
'PaschenBack.paschen_back_lower' depends on axioms: [propext, Classical.choice, Quot.sound]
'PaschenBack.lande_upper' depends on axioms: [propext, Classical.choice, Quot.sound]
'PaschenBack.lande_lower' depends on axioms: [propext, Classical.choice, Quot.sound]
```
